# Shifting the dividing surface across settled phase points leaves the reactive flux of finite, weight-preserving dynamics unchanged

## Where to put the surface

In a reactive-flux calculation, someone has to decide where the dividing surface goes. Trajectories start from it, and the rate constant is read from the plateau of a correlation function. A surface near the top of the barrier usually gives better statistics than one placed down a slope, but the top may be known only roughly. Adjusting the surface for convenience is legitimate if the plateau value does not depend on its position.

The reason is physical. Phase points lying between two candidate surfaces may cross and recross for a while, but they soon fall into the reactant or the product well. Once they have done so, it no longer matters on which side of the surface they were counted at the start. The equilibrium distribution must be stationary for this argument to work.

## Flux in discrete time

Let $X$ be a finite set of phase points, $T$ a permutation of $X$ that advances the system by one time step, and $w(x)$ a real weight with $w(Tx)=w(x)$. This condition stands for a stationary ensemble: for a Boltzmann weight $e^{-\beta H(x)}$, with $\beta$ the inverse temperature and $H$ the energy, it follows from energy conservation. Invertibility of $T$ plays the part of Liouville's theorem.

The side function $A$ describes the dividing surface. It is typically 0 on the reactant side and 1 on the product side. The product function $B$ reports whether a trajectory has arrived. In much of the rate literature the letters A and B name the reactant and product states; here both are functions on phase space.

The flux-side correlation at step $n$ is
$$C_A(n)=\sum_x w(x)\,\bigl(A(Tx)-A(x)\bigr)\,B(T^n x).$$
The bracket is the change of $A$ during the first step, so $C_A(n)$ is a flux per time step. Dividing its plateau value by the step length and by the total weight of the reactants gives a rate constant. The normalisation of $w$ cancels in that ratio.

## The condition for independence

Let $A$ and $A'$ be two side functions. If $A(x)=A'(x)$ at every $x$ for which $B(T^{n+1}x)\neq B(T^n x)$, then
$$C_A(n+1)=C_{A'}(n+1).$$

Call a point settled at this step if $B(T^{n+1}x)=B(T^n x)$. The surfaces may then differ at settled points and nowhere else. Writing the time as $n+1$, with $n$ a natural number, covers every step from the first onwards.

In Lean, `X` is a finite type, `T : Equiv.Perm X` is the time step, and `w`, `A`, `A'`, `B` are functions `X → ℝ`. `fluxSide T w A B n` is $C_A(n)$. The hypothesis `hw` is stationarity and `hA` is the agreement of the surfaces just described. The main theorem, `fluxSide_independent`, requires neither positive weights nor side functions restricted to 0 and 1.

That the points between the surfaces have settled is assumed, not derived from a potential. Nor can the plateau be defined by a limit $n\to\infty$ here: a permutation of a finite set has finite order, so the correlation is periodic in $n$. The theorem applies at each step at which the condition holds.

The theorem changes $A$ and keeps $B$ fixed. If a calculation moves both together, the change of $B$ needs its own argument. It is harmless, as the definition shows, when the old and new product functions agree at $T^{n+1}x$ for every $x$ with $A(Tx)\neq A(x)$.

## Shifting the time origin

For any function $f$ on $X$, stationarity gives
$$\sum_x w(x)f(Tx)=\sum_x w(Tx)f(Tx)=\sum_x w(x)f(x).$$
The first equality uses $w(Tx)=w(x)$. The second holds because $Tx$ runs once through all of $X$ when $x$ does.

Define the side-side correlation $S_A(n)=\sum_x w(x)A(x)B(T^n x)$. Since $T^{n+1}x=T^n(Tx)$,
$$C_A(n+1)=\sum_x w(x)A(Tx)B(T^n(Tx))-\sum_x w(x)A(x)B(T^{n+1}x).$$
The first sum has the form $\sum_x w(x)f(Tx)$ with $f(x)=A(x)B(T^n x)$, so it equals $S_A(n)$. Therefore
$$C_A(n+1)=S_A(n)-S_A(n+1),$$
the discrete form of the relation that the flux-side function is minus the time derivative of the side-side function.

Subtracting the same identity for $A'$ gives
$$C_A(n+1)-C_{A'}(n+1)=\sum_x w(x)\bigl(A(x)-A'(x)\bigr)\bigl(B(T^n x)-B(T^{n+1}x)\bigr).$$
At a settled point the last bracket is zero. At any other point $A(x)=A'(x)$ by hypothesis. Every term vanishes, which proves the claim.

## A converse and an error bound

For one particular pair of surfaces, the terms of the last sum could cancel without vanishing singly. The converse proved here therefore considers all changes of surface within a region $S\subseteq X$. The flux at step $n+1$ is the same for all pairs $A,A'$ that agree outside $S$ if and only if every point of $S$ with nonzero weight is settled. For necessity, pick such a point $x$ and compare the indicator of $x$ with the zero function. Only one term survives, and equality of the fluxes gives
$$w(x)\bigl(B(T^n x)-B(T^{n+1}x)\bigr)=0.$$

If some points between the surfaces are still unsettled, the error can be bounded. Let $w\ge 0$ and let $A,A',B$ take values in $[0,1]$. Both brackets in the difference formula then have size at most 1, so
$$|C_A(n+1)-C_{A'}(n+1)|\le\sum_{x\in D}w(x),$$
where $D$ contains the points at which $A\neq A'$ and $B$ changes between steps $n$ and $n+1$.

## Four points on a cycle

Let the points $0,1,2,3$ be visited cyclically with weight 1 each, and let $B=(0,0,1,1)$. Between steps 1 and 2, $B$ changes for the starting points 0 and 2. The surfaces $(0,0,1,1)$ and $(0,1,1,1)$ differ only at the settled point 1, and both give flux 1 at step 2. The surface $(0,0,0,1)$ differs from the first at the unsettled point 2 and gives flux 0. With weights normalised to total 1, these fluxes are $1/4$, $1/4$ and $0$. The discrepancy between the first and third surfaces equals the error bound.

## The first time step

The earliest case is $n=0$, which concerns $C_A(1)$. The surfaces must agree wherever $B$ changes during the very first step. If $A=B$ and $B$ takes only the values 0 and 1, then
$$C_B(1)=\sum_x w(x)\bigl(B(Tx)-B(x)\bigr)B(Tx)$$
is the total weight of points that cross from reactant to product in that step. This is the discrete analogue of the transition-state-theory flux, in which every forward crossing counts and later recrossing is ignored.

## From the finite model to simulation

Ring-polymer molecular dynamics approximates quantum rates by classical dynamics in an extended phase space, and the argument describes its freedom in placing the surface within a finite model with invertible, weight-preserving steps. Two things are left to physical reasoning: that the points between the surfaces settle, and the passage from this finite set to a continuous phase space, where the sums become phase-space integrals and the time step becomes a Hamiltonian flow. In an actual simulation, the integrator also conserves the energy only approximately, so stationarity of the Boltzmann weight holds to that accuracy.

## The Lean file

```lean
import Mathlib

open Finset

namespace DividingSurface

noncomputable section

variable {X : Type*} [Fintype X]

/-- Flux-side correlation at step `n`: the weighted sum of the one-step change of the side
function `A` times the product function `B` evaluated `n` steps after the start. -/
def fluxSide (T : Equiv.Perm X) (w A B : X → ℝ) (n : ℕ) : ℝ :=
  ∑ x, w x * (A (T x) - A x) * B ((T ^ n) x)

/-- Side-side correlation at step `n`: the weighted sum of `A` at the start times `B` after
`n` steps. -/
def sideSide (T : Equiv.Perm X) (w A B : X → ℝ) (n : ℕ) : ℝ :=
  ∑ x, w x * (A x * B ((T ^ n) x))

/-- Stationarity: if the dynamics preserves the weight, the weighted sum of an observable is
the same before and after one time step. -/
theorem sum_step (T : Equiv.Perm X) (w : X → ℝ) (hw : ∀ x, w (T x) = w x) (f : X → ℝ) :
    ∑ x, w x * f (T x) = ∑ x, w x * f x := by
  calc ∑ x, w x * f (T x) = ∑ x, w (T x) * f (T x) :=
        Finset.sum_congr rfl fun x _ => by rw [hw x]
    _ = ∑ x, w x * f x := Equiv.sum_comp T (fun x => w x * f x)

/-- For weight-preserving dynamics the flux-side correlation at step `n + 1` is the decrease of
the side-side correlation between steps `n` and `n + 1`. -/
theorem fluxSide_eq_sideSide_sub (T : Equiv.Perm X) (w A B : X → ℝ)
    (hw : ∀ x, w (T x) = w x) (n : ℕ) :
    fluxSide T w A B (n + 1) = sideSide T w A B n - sideSide T w A B (n + 1) := by
  have hp : ∀ x, (T ^ (n + 1)) x = (T ^ n) (T x) := fun x => by
    rw [pow_succ, Equiv.Perm.mul_apply]
  -- move the time origin by one step
  have h : ∑ x, w x * (A (T x) * B ((T ^ n) (T x))) = ∑ x, w x * (A x * B ((T ^ n) x)) :=
    sum_step T w hw (fun x => A x * B ((T ^ n) x))
  unfold fluxSide sideSide
  rw [← h, ← Finset.sum_sub_distrib]
  refine Finset.sum_congr rfl fun x _ => ?_
  rw [hp x]
  ring

/-- For weight-preserving dynamics, replacing the side function `A'` by `A` changes the flux at
step `n + 1` only through points at which `B` changes between steps `n` and `n + 1`. -/
theorem fluxSide_sub (T : Equiv.Perm X) (w A A' B : X → ℝ)
    (hw : ∀ x, w (T x) = w x) (n : ℕ) :
    fluxSide T w A B (n + 1) - fluxSide T w A' B (n + 1) =
      ∑ x, w x * (A x - A' x) * (B ((T ^ n) x) - B ((T ^ (n + 1)) x)) := by
  rw [fluxSide_eq_sideSide_sub T w A B hw, fluxSide_eq_sideSide_sub T w A' B hw]
  unfold sideSide
  simp only [← Finset.sum_sub_distrib]
  refine Finset.sum_congr rfl fun x _ => ?_
  ring

/-- Independence of the dividing surface: for weight-preserving dynamics, two side functions
that agree at every point where `B` changes between steps `n` and `n + 1` give the same flux
at step `n + 1`. -/
theorem fluxSide_independent (T : Equiv.Perm X) (w A A' B : X → ℝ)
    (hw : ∀ x, w (T x) = w x) (n : ℕ)
    (hA : ∀ x, B ((T ^ (n + 1)) x) ≠ B ((T ^ n) x) → A x = A' x) :
    fluxSide T w A B (n + 1) = fluxSide T w A' B (n + 1) := by
  rw [← sub_eq_zero, fluxSide_sub T w A A' B hw]
  refine Finset.sum_eq_zero fun x _ => ?_
  by_cases hB : B ((T ^ (n + 1)) x) = B ((T ^ n) x)
  · rw [hB, sub_self, mul_zero]
  · rw [hA x hB, sub_self, mul_zero, zero_mul]

/-- For weight-preserving dynamics, the flux at step `n + 1` is insensitive to every change of
the side function inside a region `S` exactly when `B` takes equal values at steps `n` and
`n + 1` for all starting points in `S` of nonzero weight. -/
theorem fluxSide_independent_iff (T : Equiv.Perm X) (w B : X → ℝ)
    (hw : ∀ x, w (T x) = w x) (n : ℕ) (S : Set X) :
    (∀ A A' : X → ℝ, (∀ x, x ∉ S → A x = A' x) →
      fluxSide T w A B (n + 1) = fluxSide T w A' B (n + 1)) ↔
    ∀ x ∈ S, w x ≠ 0 → B ((T ^ (n + 1)) x) = B ((T ^ n) x) := by
  classical
  constructor
  · intro h x hx hwx
    -- probe the region with the indicator of the single point x
    have hflux := h (fun y => if y = x then 1 else 0) (fun _ => 0) (by
      intro y hy
      have hne : y ≠ x := fun e => hy (e ▸ hx)
      simp [hne])
    have hd := fluxSide_sub T w (fun y => if y = x then 1 else 0) (fun _ => 0) B hw n
    rw [hflux, sub_self, Finset.sum_eq_single x
      (fun y _ hne => by simp [hne]) (fun hn => absurd (Finset.mem_univ x) hn)] at hd
    have hz : w x * (B ((T ^ n) x) - B ((T ^ (n + 1)) x)) = 0 := by
      rw [if_pos rfl] at hd
      linarith
    rcases mul_eq_zero.mp hz with h0 | h0
    · exact absurd h0 hwx
    · linarith
  · intro h A A' hA
    rw [← sub_eq_zero, fluxSide_sub T w A A' B hw]
    refine Finset.sum_eq_zero fun x _ => ?_
    by_cases hx : x ∈ S
    · by_cases hwx : w x = 0
      · rw [hwx, zero_mul, zero_mul]
      · rw [h x hx hwx, sub_self, mul_zero]
    · rw [hA x hx, sub_self, mul_zero, zero_mul]

/-- For dynamics preserving a nonnegative weight, and for side functions and a product function `B`
with values in `[0, 1]`, the fluxes at step `n + 1` through two dividing surfaces differ by at most
the weight of the points where the side functions differ and `B` changes between steps `n` and
`n + 1`. -/
theorem abs_fluxSide_sub_le (T : Equiv.Perm X) (w A A' B : X → ℝ)
    (hw : ∀ x, w (T x) = w x) (hw0 : ∀ x, 0 ≤ w x)
    (hA : ∀ x, 0 ≤ A x ∧ A x ≤ 1) (hA' : ∀ x, 0 ≤ A' x ∧ A' x ≤ 1)
    (hB : ∀ x, 0 ≤ B x ∧ B x ≤ 1) (n : ℕ) :
    |fluxSide T w A B (n + 1) - fluxSide T w A' B (n + 1)| ≤
      ∑ x with A x ≠ A' x ∧ B ((T ^ (n + 1)) x) ≠ B ((T ^ n) x), w x := by
  rw [fluxSide_sub T w A A' B hw, Finset.sum_filter]
  refine (Finset.abs_sum_le_sum_abs _ _).trans (Finset.sum_le_sum fun x _ => ?_)
  split_ifs with h
  · -- both differences are at most one in size
    have ha : |A x - A' x| ≤ 1 :=
      abs_le.2 ⟨by linarith [(hA x).1, (hA' x).2], by linarith [(hA x).2, (hA' x).1]⟩
    have hb : |B ((T ^ n) x) - B ((T ^ (n + 1)) x)| ≤ 1 :=
      abs_le.2 ⟨by linarith [(hB ((T ^ n) x)).1, (hB ((T ^ (n + 1)) x)).2],
        by linarith [(hB ((T ^ n) x)).2, (hB ((T ^ (n + 1)) x)).1]⟩
    have hx := hw0 x
    rw [abs_mul, abs_mul, abs_of_nonneg hx]
    calc w x * |A x - A' x| * |B ((T ^ n) x) - B ((T ^ (n + 1)) x)|
        ≤ w x * 1 * 1 := by gcongr
      _ = w x := by ring
  · by_cases hAx : A x = A' x
    · simp [hAx]
    · have hBx : B ((T ^ (n + 1)) x) = B ((T ^ n) x) := by
        by_contra hne
        exact h ⟨hAx, hne⟩
      simp [hBx]

/-- On a cycle of four equally weighted points, two different side functions agree wherever `B`
changes between steps 1 and 2, and both give flux 1 at step 2; a third side function gives
flux 0. -/
theorem fluxSide_independent_witness :
    (∀ x, (![0, 0, 1, 1] : Fin 4 → ℝ) ((finRotate 4 ^ 2) x) ≠
        (![0, 0, 1, 1] : Fin 4 → ℝ) (finRotate 4 x) →
      (![0, 0, 1, 1] : Fin 4 → ℝ) x = (![0, 1, 1, 1] : Fin 4 → ℝ) x) ∧
    fluxSide (finRotate 4) (fun _ => 1) ![0, 0, 1, 1] ![0, 0, 1, 1] 2 = 1 ∧
    fluxSide (finRotate 4) (fun _ => 1) ![0, 1, 1, 1] ![0, 0, 1, 1] 2 = 1 ∧
    fluxSide (finRotate 4) (fun _ => 1) ![0, 0, 0, 1] ![0, 0, 1, 1] 2 = 0 := by
  -- positions after one and after two steps
  have r0 : finRotate 4 0 = 1 := by decide
  have r1 : finRotate 4 1 = 2 := by decide
  have r2 : finRotate 4 2 = 3 := by decide
  have r3 : finRotate 4 3 = 0 := by decide
  have p0 : (finRotate 4 ^ 2) 0 = 2 := by decide
  have p1 : (finRotate 4 ^ 2) 1 = 3 := by decide
  have p2 : (finRotate 4 ^ 2) 2 = 0 := by decide
  have p3 : (finRotate 4 ^ 2) 3 = 1 := by decide
  refine ⟨?_, ?_, ?_, ?_⟩
  · intro x
    fin_cases x <;> simp [r0, r1, r2, r3, p0, p1, p2, p3]
  all_goals
    simp [fluxSide, Fin.sum_univ_four, p0, p1, p2, p3]

end

end DividingSurface
```

```lean
#print axioms DividingSurface.fluxSide_independent
#print axioms DividingSurface.fluxSide_independent_iff
#print axioms DividingSurface.abs_fluxSide_sub_le
```

```
'DividingSurface.fluxSide_independent' depends on axioms: [propext, Classical.choice, Quot.sound]
'DividingSurface.fluxSide_independent_iff' depends on axioms: [propext, Classical.choice, Quot.sound]
'DividingSurface.abs_fluxSide_sub_le' depends on axioms: [propext, Classical.choice, Quot.sound]
```

## From stationarity to independence in Lean

`sum_step` is the stationarity identity, and its two `calc` lines are the two equalities derived above.

`fluxSide_eq_sideSide_sub` shifts the time origin. The auxiliary fact `hp` splits $T^{n+1}x$ into $T^n(Tx)$, and `h` applies `sum_step` to the product $A(x)B(T^n x)$. Rewriting with `h` from right to left puts $S_A(n)$ into its shifted form. The two sides can then be compared term by term, and `ring` finishes the algebra.

`fluxSide_sub` uses this identity once for each surface and collects the terms into the difference formula. In `fluxSide_independent`, the command `by_cases hB` separates settled from unsettled points, and a different factor is zero in each case.

In `fluxSide_independent_iff`, the forward direction supplies the single-point indicator as a test surface. `Finset.sum_eq_single` reduces the sum to the term at `x`, and `mul_eq_zero` leaves two options: zero weight, which is excluded, or equal values of `B`. The reverse direction checks each term, according to whether the point lies in `S` and whether its weight vanishes.

`abs_fluxSide_sub_le` bounds the absolute value of a sum by the sum of absolute values. `Finset.sum_filter` writes the sum over $D$ as a sum over all points with a condition inside, which permits a comparison point by point. On $D$, `gcongr` combines the two bounds by 1; elsewhere the term is zero.

`fluxSide_independent_witness` finds the positions on the cycle with `decide` and evaluates the four-term sums with `simp`.

## Relabelling a sum with `Equiv.sum_comp`

The only place where invertibility of the dynamics enters is the Mathlib lemma `Equiv.sum_comp`. For a bijection $e$ between finite types and a function $g$ on its target, it states
$$\sum_i g(e(i))=\sum_j g(j).$$
Here $e$ is `T` and $g$ is `fun x => w x * f x`. An `Equiv.Perm X` is a bijection from `X` to itself, packaged with its inverse, so `T` can be passed to the lemma directly.

The lemma relabels terms and knows nothing about weights. That is why `sum_step` first replaces `w x` by `w (T x)`: the whole summand must be a function of the new point before the relabelling applies. On a set of two points $a$ and $b$, each of weight 1, a map that sends both to $a$ would give the sum $2f(a)$ after the step instead of $f(a)+f(b)$. A permutation excludes this merging of trajectories, as Liouville's theorem excludes compression of phase-space volume in Hamiltonian dynamics.
